# Löwdin displacement as a sum over overlap eigenvalues

Let \(A\) be a complex matrix with linearly independent columns, let \(S=A^\dagger A\), and let \(R\) be the positive definite matrix with \(R^2=S\). The total squared distance between the columns of \(A\) and those of \(AR^{-1}\) is

\[
D=\sum_k(\sqrt{s_k}-1)^2\;\le\;\operatorname{tr}\big((S-1)^2\big),
\]

where \(s_k\) are the eigenvalues of \(S\), counted with multiplicity. Equality holds exactly when \(S=1\).

## Basis functions and their overlap

Column \(i\) of \(A\) holds the components \(A_{ai}\) of a basis function \(\phi_i\) in an orthonormal reference basis labelled by \(a\). Then \(S_{ij}=\langle\phi_i|\phi_j\rangle\). The columns of \(AR^{-1}\) are the Löwdin functions, which are orthonormal because \(R^{-1}SR^{-1}=1\).

In electronic structure, \(D\) measures how far symmetric orthogonalisation moves a finite, linearly independent basis. An eigenvalue of \(S\) close to zero contributes only about 1 to \(D\), although it makes \(R^{-1}\) large. If the functions are normalised, the bound is \(\sum_{i\ne j}|S_{ij}|^2\), which can be read off the overlap matrix without diagonalising it.

Löwdin functions are known for being the orthonormal set closest to the original one in total squared distance. The theorems here evaluate their distance and make no comparison with other orthonormal sets.

## What the theorem says in Lean

`loewdin_displacement` takes a matrix `A` with finite index types `m` for the reference basis and `n` for the functions. It may be rectangular; the square invertible case is included. There are two hypotheses:

- `hR : R.PosDef` says that `R` is Hermitian with positive expectation values on nonzero vectors.
- `hRS : R ^ 2 = overlap A` says that `R` is a square root of \(S\).

Together they make \(S\) invertible, so the functions are independent. The matrix `R` is supplied by the user of the theorem; its existence for independent columns is not derived.

`displacement A R` is the sum over functions `i` and components `a` of the squared moduli of the differences. `overlapEigenvalues A` lists the real eigenvalues of \(S\). The trace is a complex number in Lean, so the bound uses its real part; `trace_overlap` shows that the trace is real. Normalisation of the functions is not assumed.

## Derivation

**The square root acts on eigenvectors of \(S\).** Let \(Sv=sv\) with \(s\ge0\), and set \(w=Rv-\sqrt s\,v\). Then

\[
Rw=R^2v-\sqrt s\,Rv=sv-\sqrt s\,Rv=-\sqrt s\,w .
\]

If \(w\neq0\), positive definiteness gives \(w^\dagger Rw>0\), whereas \(w^\dagger Rw=-\sqrt s\,w^\dagger w\le0\). Hence \(w=0\) and \(Rv=\sqrt s\,v\).

**The displacement is a trace.** The difference matrix is \(AR^{-1}-A=A(R^{-1}-1)\). Its Gram matrix is

\[
(R^{-1}-1)R^2(R^{-1}-1)=(1-R)(1-R)=(R-1)^2,
\]

and the trace of the Gram matrix is the sum of the squared column norms. So \(D=\operatorname{tr}((R-1)^2)\).

**Both traces in one eigenbasis.** In an eigenbasis of \(S\), the matrix \(R\) is diagonal with entries \(\sqrt{s_k}\). Therefore

\[
D=\sum_k(\sqrt{s_k}-1)^2,\qquad \operatorname{tr}\big((S-1)^2\big)=\sum_k(s_k-1)^2 .
\]

**The bound.** With \(r=\sqrt{s_k}\ge0\),

\[
(r^2-1)^2-(r-1)^2=(r-1)^2\big((r+1)^2-1\big)=(r-1)^2\,r(r+2)\ge0 .
\]

**Equality.** Since \(S\) is invertible, every \(r\) is positive. If the two sums agree, each gap vanishes, so \(r=1\) and all \(s_k=1\). Then \(\operatorname{tr}((S-1)^2)=0\), and since \(S-1\) is Hermitian, \(S=1\). Conversely, for \(S=1\) both sides are zero.

**Two functions.** For two normalised functions with real overlap \(s\), \(|s|<1\), the eigenvalues are \(1\pm s\), and expanding the squares gives

\[
D=4-2\big(\sqrt{1+s}+\sqrt{1-s}\big).
\]

At \(s=24/25\) this is \(4/5\), while the bound is \(1152/625\approx1.84\).

## A lower bound from the same factorisation

The file contains only the upper bound. Since \((s_k-1)^2=(\sqrt{s_k}-1)^2(\sqrt{s_k}+1)^2\), a nonempty basis with largest overlap eigenvalue \(s_{\max}\) also satisfies

\[
D\ge\frac{\operatorname{tr}\big((S-1)^2\big)}{(1+\sqrt{s_{\max}})^2}.
\]

## The Lean file

```lean
import Mathlib

open Matrix
open scoped ComplexOrder

namespace LoewdinDisplacement

noncomputable section

variable {m n : Type*} [Fintype m] [Fintype n] [DecidableEq n]

/-- The overlap matrix of the basis functions stored as the columns of `A`. -/
def overlap (A : Matrix m n ℂ) : Matrix n n ℂ := Aᴴ * A

/-- The matrix `A R⁻¹`. Its columns are the Löwdin functions when `R` is the positive definite
square root of the overlap matrix. -/
def loewdin (A : Matrix m n ℂ) (R : Matrix n n ℂ) : Matrix m n ℂ := A * R⁻¹

/-- The sum of the squared distances between the columns of `loewdin A R` and those of `A`. -/
def displacement (A : Matrix m n ℂ) (R : Matrix n n ℂ) : ℝ :=
  ∑ i, ∑ a, ‖(loewdin A R - A) a i‖ ^ 2

omit [DecidableEq n] in
/-- An overlap matrix is positive semidefinite. -/
theorem overlap_posSemidef (A : Matrix m n ℂ) : (overlap A).PosSemidef :=
  posSemidef_conjTranspose_mul_self A

/-- The eigenvalues of the overlap matrix. -/
def overlapEigenvalues (A : Matrix m n ℂ) : n → ℝ :=
  (overlap_posSemidef A).isHermitian.eigenvalues

/-- An eigenvector of `R²` with eigenvalue `s ≥ 0` is an eigenvector of the positive definite
matrix `R` with eigenvalue `√s`. -/
theorem sqrt_eigenvector {R : Matrix n n ℂ} (hR : R.PosDef) {v : n → ℂ} {s : ℝ}
    (hs : 0 ≤ s) (hv : (R ^ 2) *ᵥ v = (s : ℂ) • v) :
    R *ᵥ v = ((√s : ℝ) : ℂ) • v := by
  have hss : (s : ℂ) = ((√s : ℝ) : ℂ) * ((√s : ℝ) : ℂ) := by
    rw [← Complex.ofReal_mul, Real.mul_self_sqrt hs]
  have hRR : R *ᵥ (R *ᵥ v) = (((√s : ℝ) : ℂ) * ((√s : ℝ) : ℂ)) • v := by
    rw [mulVec_mulVec, ← pow_two, hv, hss]
  by_contra hne
  -- the residual would be an eigenvector of `R` with eigenvalue `-√s`
  obtain ⟨w, hwdef⟩ : ∃ w, w = R *ᵥ v - ((√s : ℝ) : ℂ) • v := ⟨_, rfl⟩
  have hw0 : w ≠ 0 := by
    rw [hwdef]
    exact sub_ne_zero.mpr hne
  have hw : R *ᵥ w = (-((√s : ℝ) : ℂ)) • w := by
    rw [hwdef, mulVec_sub, mulVec_smul, hRR]
    module
  have h1 : 0 < (star w ⬝ᵥ (R *ᵥ w)).re :=
    (Complex.lt_def.1 (hR.dotProduct_mulVec_pos hw0)).1
  have h2 : 0 ≤ (star w ⬝ᵥ w).re :=
    (Complex.le_def.1 (dotProduct_star_self_nonneg w)).1
  have h3 : (star w ⬝ᵥ (R *ᵥ w)).re = -(√s * (star w ⬝ᵥ w).re) := by
    rw [hw, dotProduct_smul, smul_eq_mul, neg_mul, Complex.neg_re, Complex.re_ofReal_mul]
  have h4 := mul_nonneg (Real.sqrt_nonneg s) h2
  linarith

/-- The total squared displacement is the trace of `(R - 1)²`. -/
theorem displacement_eq_trace {A : Matrix m n ℂ} {R : Matrix n n ℂ} (hR : R.PosDef)
    (hRS : R ^ 2 = overlap A) :
    (displacement A R : ℂ) = trace ((R - 1) ^ 2) := by
  have hdet : IsUnit R.det := (Matrix.isUnit_iff_isUnit_det R).1 hR.isUnit
  have hl : R⁻¹ * R = 1 := nonsing_inv_mul R hdet
  have hr : R * R⁻¹ = 1 := mul_nonsing_inv R hdet
  have hM : loewdin A R - A = A * (R⁻¹ - 1) := by
    rw [loewdin, Matrix.mul_sub, Matrix.mul_one]
  have hH : (R⁻¹ - 1)ᴴ = R⁻¹ - 1 := by
    rw [conjTranspose_sub, conjTranspose_nonsing_inv, hR.isHermitian.eq, conjTranspose_one]
  -- the Gram matrix of the displacement vectors
  have hG : (loewdin A R - A)ᴴ * (loewdin A R - A) = (R - 1) ^ 2 := by
    calc (loewdin A R - A)ᴴ * (loewdin A R - A)
        = (R⁻¹ - 1) * (overlap A) * (R⁻¹ - 1) := by
          rw [hM, conjTranspose_mul, hH, overlap]
          simp only [Matrix.mul_assoc]
      _ = (R⁻¹ * R - R) * (R * R⁻¹ - R) := by
          rw [← hRS]
          noncomm_ring
      _ = (R - 1) ^ 2 := by
          rw [hl, hr]
          noncomm_ring
  rw [← hG, displacement]
  push_cast
  simp only [trace, diag_apply, mul_apply, conjTranspose_apply]
  refine Finset.sum_congr rfl fun i _ => Finset.sum_congr rfl fun a _ => ?_
  exact (Complex.conj_mul' _).symm

/-- If the columns of an invertible matrix `U` are eigenvectors of `M` with eigenvalues `d k`,
then the trace of `(M - 1)²` is the sum of `(d k - 1)²`. -/
theorem trace_sq_sub_one {M U V : Matrix n n ℂ} {d : n → ℂ} (hUV : U * V = 1)
    (hM : ∀ k, M *ᵥ (fun i => U i k) = d k • (fun i => U i k)) :
    trace ((M - 1) ^ 2) = ∑ k, (d k - 1) ^ 2 := by
  have hVU : V * U = 1 := mul_eq_one_comm.mp hUV
  have hMU : M * U = U * diagonal d := by
    ext i k
    have h := congrFun (hM k) i
    simp only [Pi.smul_apply, smul_eq_mul, mulVec, dotProduct] at h
    rw [mul_diagonal, mul_apply, h, mul_comm]
  have e : M - 1 = U * (diagonal d - 1) * V := by
    calc M - 1 = M * (U * V) - U * V := by rw [hUV, mul_one]
      _ = (M * U) * V - U * V := by rw [mul_assoc]
      _ = U * (diagonal d - 1) * V := by
          rw [hMU]
          noncomm_ring
  have e2 : (M - 1) ^ 2 = U * ((diagonal d - 1) ^ 2 * V) := by
    calc (M - 1) ^ 2 = U * (diagonal d - 1) * (V * U) * (diagonal d - 1) * V := by
          rw [e]
          noncomm_ring
      _ = U * ((diagonal d - 1) ^ 2 * V) := by
          rw [hVU]
          noncomm_ring
  have hD : diagonal d - 1 = diagonal (fun k => d k - 1) := by
    rw [← diagonal_one, diagonal_sub]
  rw [e2, trace_mul_comm, mul_assoc, hVU, mul_one, hD, diagonal_pow, trace_diagonal]
  simp only [Pi.pow_apply]

/-- The overlap matrix has a complete set of eigenvectors, the columns of an invertible `U`. -/
theorem overlap_eigenvectors (A : Matrix m n ℂ) :
    ∃ U V : Matrix n n ℂ, U * V = 1 ∧ ∀ k, overlap A *ᵥ (fun i => U i k) =
      (overlapEigenvalues A k : ℂ) • (fun i => U i k) := by
  have hS := (overlap_posSemidef A).isHermitian
  refine ⟨hS.eigenvectorUnitary, star (hS.eigenvectorUnitary : Matrix n n ℂ),
    mem_unitaryGroup_iff.mp hS.eigenvectorUnitary.2, fun k => ?_⟩
  ext i
  have h := congrFun (hS.mulVec_eigenvectorBasis k) i
  rw [Pi.smul_apply, Complex.real_smul] at h
  exact h

/-- The trace of `(S - 1)²` is the sum of `(sₖ - 1)²` over the eigenvalues of the overlap
matrix `S`. -/
theorem trace_overlap (A : Matrix m n ℂ) :
    trace ((overlap A - 1) ^ 2) = ((∑ k, (overlapEigenvalues A k - 1) ^ 2 : ℝ) : ℂ) := by
  obtain ⟨U, V, hUV, h⟩ := overlap_eigenvectors A
  rw [trace_sq_sub_one hUV h]
  push_cast
  rfl

/-- The total squared displacement of the Löwdin functions is the sum of `(√sₖ - 1)²` over the
eigenvalues of the overlap matrix `S`, and it is at most the trace of `(S - 1)²`. -/
theorem loewdin_displacement {A : Matrix m n ℂ} {R : Matrix n n ℂ} (hR : R.PosDef)
    (hRS : R ^ 2 = overlap A) :
    displacement A R = ∑ k, (√(overlapEigenvalues A k) - 1) ^ 2 ∧
      displacement A R ≤ (trace ((overlap A - 1) ^ 2)).re := by
  have hs : ∀ k, 0 ≤ overlapEigenvalues A k := (overlap_posSemidef A).eigenvalues_nonneg
  have h1 : displacement A R = ∑ k, (√(overlapEigenvalues A k) - 1) ^ 2 := by
    obtain ⟨U, V, hUV, h⟩ := overlap_eigenvectors A
    -- `R` is diagonal in the eigenbasis of the overlap matrix
    have ht := trace_sq_sub_one hUV fun k =>
      sqrt_eigenvector hR (hs k) (by rw [hRS]; exact h k)
    rw [← displacement_eq_trace hR hRS] at ht
    exact_mod_cast ht
  refine ⟨h1, ?_⟩
  rw [h1, trace_overlap, Complex.ofReal_re]
  refine Finset.sum_le_sum fun k _ => ?_
  have hr := Real.sqrt_nonneg (overlapEigenvalues A k)
  have hq := Real.sq_sqrt (hs k)
  generalize √(overlapEigenvalues A k) = r at hr hq ⊢
  rw [← hq]
  have := mul_nonneg (sq_nonneg (r - 1)) (mul_nonneg hr (by linarith : 0 ≤ r + 2))
  linarith [show (r ^ 2 - 1) ^ 2 - (r - 1) ^ 2 = (r - 1) ^ 2 * (r * (r + 2)) by ring]

/-- The displacement equals the trace of `(S - 1)²` exactly when the original functions are
orthonormal. -/
theorem displacement_eq_bound_iff {A : Matrix m n ℂ} {R : Matrix n n ℂ} (hR : R.PosDef)
    (hRS : R ^ 2 = overlap A) :
    displacement A R = (trace ((overlap A - 1) ^ 2)).re ↔ overlap A = 1 := by
  obtain ⟨h1, h2⟩ := loewdin_displacement hR hRS
  constructor
  · intro h
    have hpd : (overlap A).PosDef :=
      (overlap_posSemidef A).posDef_iff_isUnit.2 (hRS ▸ hR.isUnit.pow 2)
    have hs : ∀ k, 0 < overlapEigenvalues A k := hpd.eigenvalues_pos
    rw [h1, trace_overlap, Complex.ofReal_re] at h
    -- the termwise gap between both sums is `(r - 1)² r (r + 2)` with `r = √s`
    have hgap : ∀ k, (overlapEigenvalues A k - 1) ^ 2 - (√(overlapEigenvalues A k) - 1) ^ 2 =
        (√(overlapEigenvalues A k) - 1) ^ 2 *
          (√(overlapEigenvalues A k) * (√(overlapEigenvalues A k) + 2)) := by
      intro k
      have hq := Real.sq_sqrt (hs k).le
      generalize √(overlapEigenvalues A k) = r at hq ⊢
      rw [← hq]
      ring
    have hsum : ∑ k, (√(overlapEigenvalues A k) - 1) ^ 2 *
        (√(overlapEigenvalues A k) * (√(overlapEigenvalues A k) + 2)) = 0 := by
      rw [← Finset.sum_congr rfl fun k _ => hgap k, Finset.sum_sub_distrib, h, sub_self]
    have hone : ∀ k, overlapEigenvalues A k = 1 := by
      intro k
      have hk := (Finset.sum_eq_zero_iff_of_nonneg fun j _ => by positivity).1 hsum k
        (Finset.mem_univ k)
      have hr := Real.sqrt_pos.2 (hs k)
      have hpos : √(overlapEigenvalues A k) * (√(overlapEigenvalues A k) + 2) ≠ 0 := by
        positivity
      have h0 := pow_eq_zero_iff two_ne_zero |>.1 ((mul_eq_zero.1 hk).resolve_right hpos)
      rw [← Real.sq_sqrt (hs k).le, sub_eq_zero.1 h0, one_pow]
    have ht : trace ((overlap A - 1)ᴴ * (overlap A - 1)) = 0 := by
      rw [conjTranspose_sub, conjTranspose_one, hpd.isHermitian.eq, ← pow_two, trace_overlap]
      simp [hone]
    exact sub_eq_zero.1 (trace_conjTranspose_mul_self_eq_zero_iff.1 ht)
  · intro h
    have h0 : 0 ≤ displacement A R := by
      unfold displacement
      positivity
    refine le_antisymm h2 ?_
    simpa [h] using h0

/-- For two normalised functions with real overlap `s`, the total squared displacement is
`4 - 2 (√(1 + s) + √(1 - s))`. -/
theorem displacement_two {A : Matrix m (Fin 2) ℂ} {R : Matrix (Fin 2) (Fin 2) ℂ} {s : ℝ}
    (hR : R.PosDef) (hRS : R ^ 2 = overlap A) (hA : overlap A = !![1, (s : ℂ); (s : ℂ), 1])
    (hs : |s| < 1) :
    displacement A R = 4 - 2 * (√(1 + s) + √(1 - s)) := by
  obtain ⟨hl, hu⟩ := abs_lt.1 hs
  -- the in-phase and out-of-phase combinations are eigenvectors
  have hp := sqrt_eigenvector hR (v := ![1, 1]) (s := 1 + s) (by linarith) (by
    rw [hRS, hA]
    ext i
    fin_cases i <;> simp [mulVec, dotProduct, Fin.sum_univ_two]
    all_goals ring)
  have hq := sqrt_eigenvector hR (v := ![1, -1]) (s := 1 - s) (by linarith) (by
    rw [hRS, hA]
    ext i
    fin_cases i <;> simp [mulVec, dotProduct, Fin.sum_univ_two]
    all_goals ring)
  have p0 := congrFun hp 0
  have p1 := congrFun hp 1
  have q0 := congrFun hq 0
  have q1 := congrFun hq 1
  simp [mulVec, dotProduct, Fin.sum_univ_two] at p0 p1 q0 q1
  have hexp : (R - 1) ^ 2 = R ^ 2 - R - R + 1 := by noncomm_ring
  have ht := displacement_eq_trace hR hRS
  rw [hexp, hRS, hA, trace_add, trace_sub, trace_sub, trace_one, trace_fin_two,
    trace_fin_two] at ht
  simp at ht
  have hfin : (displacement A R : ℂ) = ((4 - 2 * (√(1 + s) + √(1 - s)) : ℝ) : ℂ) := by
    push_cast
    linear_combination ht - p0 - p1 - q0 + q1
  exact_mod_cast hfin

/-- Two normalised functions with overlap `24/25`, given by a positive definite matrix that is
itself the square root of their overlap matrix. -/
theorem loewdin_displacement_witness :
    (!![4/5, 3/5; 3/5, 4/5] : Matrix (Fin 2) (Fin 2) ℂ).PosDef ∧
      (!![4/5, 3/5; 3/5, 4/5] : Matrix (Fin 2) (Fin 2) ℂ) ^ 2 =
        overlap !![4/5, 3/5; 3/5, 4/5] ∧
      overlap (!![4/5, 3/5; 3/5, 4/5] : Matrix (Fin 2) (Fin 2) ℂ) =
        !![1, 24/25; 24/25, 1] := by
  have hH : (!![4/5, 3/5; 3/5, 4/5] : Matrix (Fin 2) (Fin 2) ℂ)ᴴ =
      !![4/5, 3/5; 3/5, 4/5] := by
    ext i j
    fin_cases i <;> fin_cases j <;> simp [conjTranspose_apply]
  refine ⟨?_, by rw [overlap, hH, pow_two], ?_⟩
  · -- a positive diagonal part plus a Gram matrix
    have hd : (diagonal ![((19/80 : ℝ) : ℂ), ((4/25 : ℝ) : ℂ)]).PosDef := by
      refine PosDef.diagonal fun i => ?_
      fin_cases i
      · exact Complex.zero_lt_real.2 (by norm_num)
      · exact Complex.zero_lt_real.2 (by norm_num)
    have hsum := hd.add_posSemidef
      (posSemidef_conjTranspose_mul_self (!![3/4, 4/5; 0, 0] : Matrix (Fin 2) (Fin 2) ℂ))
    have c3 : (starRingEnd ℂ) 3 = 3 := map_ofNat (starRingEnd ℂ) 3
    have c4 : (starRingEnd ℂ) 4 = 4 := map_ofNat (starRingEnd ℂ) 4
    have c5 : (starRingEnd ℂ) 5 = 5 := map_ofNat (starRingEnd ℂ) 5
    convert hsum using 1
    ext i j
    fin_cases i <;> fin_cases j <;>
      simp [mul_apply, Fin.sum_univ_two, conjTranspose_apply, c3, c4, c5] <;> norm_num
  · rw [overlap, hH]
    ext i j
    fin_cases i <;> fin_cases j <;> simp [mul_apply, Fin.sum_univ_two] <;> norm_num

end

end LoewdinDisplacement
```

```lean
#print axioms LoewdinDisplacement.loewdin_displacement
#print axioms LoewdinDisplacement.displacement_eq_bound_iff
#print axioms LoewdinDisplacement.displacement_two
```

```
'LoewdinDisplacement.loewdin_displacement' depends on axioms: [propext, Classical.choice, Quot.sound]
'LoewdinDisplacement.displacement_eq_bound_iff' depends on axioms: [propext, Classical.choice, Quot.sound]
'LoewdinDisplacement.displacement_two' depends on axioms: [propext, Classical.choice, Quot.sound]
```

## How the proof follows the derivation

`sqrt_eigenvector` is the argument with the residual \(w\). The facts `h1`, `h2` and `h3` are the positive expectation value, the non-negative norm and the relation between them; `linarith` finds the contradiction.

`displacement_eq_trace` computes the Gram matrix in the `calc` block `hG`, then matches its trace with the double sum entry by entry.

`trace_sq_sub_one` evaluates \(\operatorname{tr}((M-1)^2)\) for any matrix \(M\) with a complete set of eigenvectors, and `overlap_eigenvectors` supplies such a set for \(S\). The main theorem combines these lemmas and compares the sums term by term with `Finset.sum_le_sum`; `ring` verifies the factorisation.

In `displacement_eq_bound_iff`, a vanishing sum of non-negative gaps forces each gap to vanish. `displacement_two` applies `sqrt_eigenvector` to the in-phase and out-of-phase combinations, obtains \(\operatorname{tr}R\) from their components, and uses \(D=4-2\operatorname{tr}R\). `loewdin_displacement_witness` gives an explicit pair with overlap \(24/25\) that meets the hypotheses; there \(A=R\), so the Löwdin functions are the reference basis itself.

## One eigenbasis for two matrices

The proof turns on how Mathlib's `eigenvalues` is used. It assigns a labelled list of eigenvalues to a Hermitian matrix. Calling it separately for \(R\) and \(S\) would give two lists, and relating them would take a further argument.

`trace_sq_sub_one` avoids this by asking only for an invertible `U` whose columns are eigenvectors, with the eigenvalues `d` given by the caller. The columns come from `eigenvectorUnitary` for \(S\). The same columns serve for \(R\), where `sqrt_eigenvector` provides the eigenvalue \(\sqrt{s_k}\) under the same label `k`. The termwise comparison then needs no reordering, even when eigenvalues are degenerate.
